# Cluster expansion of the cube of a weighted sum of ±1 spins

For three sites carrying spins $s_1, s_2, s_3 = \pm 1$, multiplying out and using $s_i^2 = 1$ gives $(s_1+s_2+s_3)^3 = 7\,(s_1+s_2+s_3) + 6\,s_1 s_2 s_3$: the 21 terms with a repeated site each collapse to a single spin, and the 6 terms with three different sites form the triplet. The Lean file below proves this collapse for any finite ordered set of sites with arbitrary real weights.

```lean
import Mathlib

open Finset

namespace DensityClusterExpansion

variable {ι : Type*}

/-- The configuration `s` assigns a spin `+1` or `-1` to every site of `S`. -/
def IsSpin (S : Finset ι) (s : ι → ℝ) : Prop := ∀ i ∈ S, s i = 1 ∨ s i = -1

/-- The weighted spin sum `ρ = ∑ a_i s_i` over the sites of `S`, for the configuration `s` and site
weights `a`. -/
def density (S : Finset ι) (a s : ι → ℝ) : ℝ := ∑ i ∈ S, a i * s i

/-- The sum `A = ∑ a_i ^ 2` of the squared site weights. -/
def selfWeight (S : Finset ι) (a : ι → ℝ) : ℝ := ∑ i ∈ S, a i ^ 2

/-- For spins `±1` the squared on-site contributions `(a_i s_i) ^ 2` add up to `A`. -/
theorem sum_onsite_sq {S : Finset ι} {s : ι → ℝ} (hs : IsSpin S s) (a : ι → ℝ) :
    ∑ i ∈ S, (a i * s i) ^ 2 = selfWeight S a := by
  unfold selfWeight
  refine Finset.sum_congr rfl fun i hi => ?_
  rcases hs i hi with h | h <;> rw [h] <;> ring

variable [LinearOrder ι]

/-- Sum of a two-site term over all pair clusters `i < j` of sites in `S`. -/
def pairSum (S : Finset ι) (f : ι → ι → ℝ) : ℝ :=
  ∑ j ∈ S, ∑ i ∈ S with i < j, f i j

/-- Sum of a three-site term over all triplet clusters `i < j < k` of sites in `S`. -/
def tripletSum (S : Finset ι) (f : ι → ι → ι → ℝ) : ℝ :=
  ∑ k ∈ S, ∑ j ∈ S with j < k, ∑ i ∈ S with i < j, f i j k

/-- Adding a site `m` with `j ≤ m` does not change the set of sites below `j`. -/
theorem filter_lt_insert (S : Finset ι) {m j : ι} (hj : j ≤ m) :
    (insert m S).filter (fun i => i < j) = S.filter (fun i => i < j) := by
  ext i
  simp only [Finset.mem_filter, Finset.mem_insert]
  constructor
  · rintro ⟨h | h, h'⟩
    · rw [h] at h'
      exact absurd h' (not_lt.mpr hj)
    · exact ⟨h, h'⟩
  · rintro ⟨h, h'⟩
    exact ⟨Or.inr h, h'⟩

/-- A new site `m` above all sites of `S` adds to the pair sum the pairs `(i, m)`. -/
theorem pairSum_insert {S : Finset ι} {m : ι} (hm : ∀ i ∈ S, i < m) (f : ι → ι → ℝ) :
    pairSum (insert m S) f = pairSum S f + ∑ i ∈ S, f i m := by
  have hnot : m ∉ S := fun h => lt_irrefl _ (hm m h)
  have hself : S.filter (fun i => i < m) = S := Finset.filter_true_of_mem hm
  have hold : ∑ j ∈ S, ∑ i ∈ insert m S with i < j, f i j
      = ∑ j ∈ S, ∑ i ∈ S with i < j, f i j := by
    refine Finset.sum_congr rfl fun j hj => ?_
    rw [filter_lt_insert S (hm j hj).le]
  unfold pairSum
  rw [Finset.sum_insert hnot, hold, filter_lt_insert S (le_refl m), hself, add_comm]

/-- A new site `m` above all sites of `S` adds to the triplet sum the triplets `(i, j, m)`
with `i < j` in `S`. -/
theorem tripletSum_insert {S : Finset ι} {m : ι} (hm : ∀ i ∈ S, i < m)
    (f : ι → ι → ι → ℝ) :
    tripletSum (insert m S) f = tripletSum S f + pairSum S (fun i j => f i j m) := by
  have hnot : m ∉ S := fun h => lt_irrefl _ (hm m h)
  have hself : S.filter (fun i => i < m) = S := Finset.filter_true_of_mem hm
  -- triplets whose largest site is `m`
  have hnew : ∑ j ∈ insert m S with j < m, ∑ i ∈ insert m S with i < j, f i j m
      = ∑ j ∈ S, ∑ i ∈ S with i < j, f i j m := by
    rw [filter_lt_insert S (le_refl m), hself]
    refine Finset.sum_congr rfl fun j hj => ?_
    rw [filter_lt_insert S (hm j hj).le]
  -- triplets whose largest site lies in `S`
  have hold : ∑ k ∈ S, ∑ j ∈ insert m S with j < k, ∑ i ∈ insert m S with i < j, f i j k
      = ∑ k ∈ S, ∑ j ∈ S with j < k, ∑ i ∈ S with i < j, f i j k := by
    refine Finset.sum_congr rfl fun k hk => ?_
    rw [filter_lt_insert S (hm k hk).le]
    refine Finset.sum_congr rfl fun j hj => ?_
    rw [filter_lt_insert S (hm j (Finset.mem_filter.mp hj).1).le]
  unfold tripletSum pairSum
  rw [Finset.sum_insert hnot, hnew, hold, add_comm]

/-- The square of a sum of site contributions is the sum of their squares plus twice the
sum of products over pairs `i < j`. -/
theorem sq_sum (S : Finset ι) (x : ι → ℝ) :
    (∑ i ∈ S, x i) ^ 2 = ∑ i ∈ S, x i ^ 2 + 2 * pairSum S (fun i j => x i * x j) := by
  refine Finset.induction_on_max S ?_ ?_
  · simp [pairSum]
  · intro m T hm ih
    have hnot : m ∉ T := fun h => lt_irrefl _ (hm m h)
    have h : ∑ i ∈ T, x i * x m = (∑ i ∈ T, x i) * x m := by rw [Finset.sum_mul]
    rw [pairSum_insert hm]
    simp only [Finset.sum_insert hnot]
    linear_combination ih - 2 * h

/-- The cube of a sum of site contributions equals
`3 (∑ x²)(∑ x) - 2 ∑ x³ + 6 ∑_{i<j<k} x_i x_j x_k`. -/
theorem cube_sum (S : Finset ι) (x : ι → ℝ) :
    (∑ i ∈ S, x i) ^ 3 = 3 * (∑ i ∈ S, x i ^ 2) * (∑ i ∈ S, x i) - 2 * ∑ i ∈ S, x i ^ 3
      + 6 * tripletSum S (fun i j k => x i * x j * x k) := by
  refine Finset.induction_on_max S ?_ ?_
  · simp [tripletSum]
  · intro m T hm ih
    have hnot : m ∉ T := fun h => lt_irrefl _ (hm m h)
    have h : pairSum T (fun i j => x i * x j * x m)
        = pairSum T (fun i j => x i * x j) * x m := by
      simp only [pairSum, Finset.sum_mul]
    rw [tripletSum_insert hm]
    simp only [Finset.sum_insert hnot]
    -- the terms linear in `x m` are matched by the quadratic identity on `T`
    linear_combination ih + 3 * x m * sq_sum T x - 6 * h

/-- For spins `±1` the squared density is the constant `A` plus twice the pair sum of
`a_i a_j s_i s_j`. -/
theorem density_sq {S : Finset ι} {s : ι → ℝ} (hs : IsSpin S s) (a : ι → ℝ) :
    density S a s ^ 2
      = selfWeight S a + 2 * pairSum S (fun i j => a i * a j * (s i * s j)) := by
  have hP : (fun i j => a i * a j * (s i * s j)) = fun i j => a i * s i * (a j * s j) := by
    funext i j
    ring
  rw [hP, ← sum_onsite_sq hs a]
  exact sq_sum S (fun i => a i * s i)

/-- For spins `±1` the cubed density is the point term `∑ a_i (3A - 2 a_i²) s_i` plus six
times the triplet sum of `a_i a_j a_k s_i s_j s_k`. -/
theorem density_cube {S : Finset ι} {s : ι → ℝ} (hs : IsSpin S s) (a : ι → ℝ) :
    density S a s ^ 3
      = ∑ i ∈ S, a i * (3 * selfWeight S a - 2 * a i ^ 2) * s i
        + 6 * tripletSum S (fun i j k => a i * a j * a k * (s i * s j * s k)) := by
  have hT : (fun i j k => a i * a j * a k * (s i * s j * s k))
      = fun i j k => a i * s i * (a j * s j) * (a k * s k) := by
    funext i j k
    ring
  -- rewrite the point sum as `3A ∑ a_i s_i - 2 ∑ (a_i s_i) ^ 3`, using `s_i ^ 3 = s_i`
  have hL : ∑ i ∈ S, a i * (3 * selfWeight S a - 2 * a i ^ 2) * s i
      = 3 * selfWeight S a * (∑ i ∈ S, a i * s i) - 2 * ∑ i ∈ S, (a i * s i) ^ 3 := by
    rw [Finset.mul_sum, Finset.mul_sum, ← Finset.sum_sub_distrib]
    refine Finset.sum_congr rfl fun i hi => ?_
    rcases hs i hi with h | h <;> rw [h] <;> ring
  rw [hT, hL, ← sum_onsite_sq hs a]
  exact cube_sum S (fun i => a i * s i)

/-- A cubic embedding function `c₀ + c₁ ρ + c₂ ρ² + c₃ ρ³` of the density of spins `±1` is a
sum of a constant, point, pair and triplet terms with the coefficients shown. -/
theorem cubic_embedding {S : Finset ι} {s : ι → ℝ} (hs : IsSpin S s) (a : ι → ℝ)
    (c₀ c₁ c₂ c₃ : ℝ) :
    c₀ + c₁ * density S a s + c₂ * density S a s ^ 2 + c₃ * density S a s ^ 3
      = (c₀ + c₂ * selfWeight S a)
        + ∑ i ∈ S, a i * (c₁ + c₃ * (3 * selfWeight S a - 2 * a i ^ 2)) * s i
        + 2 * c₂ * pairSum S (fun i j => a i * a j * (s i * s j))
        + 6 * c₃ * tripletSum S (fun i j k => a i * a j * a k * (s i * s j * s k)) := by
  have h : ∑ i ∈ S, a i * (c₁ + c₃ * (3 * selfWeight S a - 2 * a i ^ 2)) * s i
      = c₁ * density S a s
        + c₃ * ∑ i ∈ S, a i * (3 * selfWeight S a - 2 * a i ^ 2) * s i := by
    unfold density
    rw [Finset.mul_sum, Finset.mul_sum, ← Finset.sum_add_distrib]
    refine Finset.sum_congr rfl fun i _ => ?_
    ring
  linear_combination c₂ * density_sq hs a + c₃ * density_cube hs a - h

/-- For `N` spins `±1` with unit weights,
`(∑ s_i)³ = (3N - 2) ∑ s_i + 6 ∑_{i<j<k} s_i s_j s_k`. -/
theorem uniform_cube {S : Finset ι} {s : ι → ℝ} (hs : IsSpin S s) :
    (∑ i ∈ S, s i) ^ 3 = (3 * (S.card : ℝ) - 2) * ∑ i ∈ S, s i
      + 6 * tripletSum S (fun i j k => s i * s j * s k) := by
  have h := density_cube hs (fun _ => 1)
  simp only [density, selfWeight, one_mul, one_pow, mul_one, Finset.sum_const,
    nsmul_eq_mul] at h
  rw [Finset.mul_sum]
  exact h

end DensityClusterExpansion
```

```lean
#print axioms DensityClusterExpansion.cube_sum
#print axioms DensityClusterExpansion.cubic_embedding
#print axioms DensityClusterExpansion.uniform_cube
```

```
'DensityClusterExpansion.cube_sum' depends on axioms: [propext, Classical.choice, Quot.sound]
'DensityClusterExpansion.cubic_embedding' depends on axioms: [propext, Classical.choice, Quot.sound]
'DensityClusterExpansion.uniform_cube' depends on axioms: [propext, Classical.choice, Quot.sound]
```

## The four identities for spins

Let $S$ be a finite set of sites with a fixed ordering $<$. Each site $i \in S$ has a real weight $a_i$ and a spin $s_i \in \{+1, -1\}$. The weighted spin sum, called the density in the Lean file, and the self weight are

$$\rho = \sum_{i \in S} a_i s_i, \qquad A = \sum_{i \in S} a_i^2 ,$$

written `density S a s` and `selfWeight S a` in Lean. All sums below run over sites of $S$. The theorem `density_sq` states

$$\rho^2 = A + 2 \sum_{i<j} a_i a_j\, s_i s_j ,$$

and the main theorem `density_cube` states

$$\rho^3 = \sum_i a_i\,(3A - 2a_i^2)\, s_i + 6 \sum_{i<j<k} a_i a_j a_k\, s_i s_j s_k .$$

For real numbers $c_0, c_1, c_2, c_3$, `cubic_embedding` combines the two into an expansion of the polynomial $F(\rho) = c_0 + c_1\rho + c_2\rho^2 + c_3\rho^3$:

$$F(\rho) = (c_0 + c_2 A) + \sum_i a_i\big[c_1 + c_3(3A - 2a_i^2)\big] s_i + 2c_2 \sum_{i<j} a_i a_j\, s_i s_j + 6c_3 \sum_{i<j<k} a_i a_j a_k\, s_i s_j s_k .$$

Finally, `uniform_cube` is the case $a_i = 1$ with $N$ the number of sites, `S.card`:

$$\Big(\sum_i s_i\Big)^3 = (3N - 2) \sum_i s_i + 6 \sum_{i<j<k} s_i s_j s_k .$$

The sites are elements of an arbitrary type `ι`, and `S : Finset ι` picks out finitely many of them. Weights and spins are both functions `ι → ℝ`. The only hypothesis is `hs : IsSpin S s`, which says that `s i = 1 ∨ s i = -1` for every `i ∈ S`; values of `s` and `a` away from $S$ never enter a sum and are unconstrained. The weights may have either sign or vanish.

The assumption `[LinearOrder ι]` has no geometric meaning. It is a labelling that lets each cluster be counted once. `pairSum S f` sums `f i j` over $j \in S$ and, inside, over the $i \in S$ with $i < j$; `tripletSum S f` sums `f i j k` over $k$, then $j < k$, then $i < j$. The factors 2 and 6 belong to this convention: they are the numbers $2!$ and $3!$ of orderings of a pair and of a triplet, and they would be absent if the sums ran over all ordered tuples of distinct sites.

The theorems hold at every size. For the empty set both sides of `density_cube` are zero. For one site with weight $a$ and spin $s$ the self weight is $A = a^2$, the triplet sum is empty, and the statement reads $(as)^3 = a^3 s$. For two sites the triplet sum is still empty and the cube is a pure point term, $a_1(a_1^2 + 3a_2^2)s_1 + a_2(a_2^2 + 3a_1^2)s_2$. In `uniform_cube` the count $N$ is converted to a real number before $3N - 2$ is formed, so the prefactor is $-2, 1, 4, 7$ for $N = 0, 1, 2, 3$, and $N = 3$ is the opening example.

## Embedding energy of a binary alloy on a rigid lattice

In a binary alloy on a fixed lattice, $s_i = +1$ or $-1$ records which of two species occupies site $i$. The condition `IsSpin` stands for exactly this: every site is occupied, by one of two species, with the symmetric labelling $\pm 1$ and not the occupation numbers $0, 1$. A cluster expansion writes an energy as a sum of coefficients times products of spins on distinct sites: a constant for the empty cluster, $s_i$ for points, $s_i s_j$ for pairs and $s_i s_j s_k$ for triplets.

The embedding term of a density-based potential starts elsewhere. It forms a sum of one-neighbour contributions at a central atom and passes it through a nonlinear function. If a neighbour at site $i$ contributes $\phi_i^{+}$ or $\phi_i^{-}$ according to its species, its contribution is $\tfrac12(\phi_i^{+} + \phi_i^{-}) + a_i s_i$ with $a_i = \tfrac12(\phi_i^{+} - \phi_i^{-})$. The first part does not depend on the configuration, so the density at the central atom is a constant plus $\rho$. The `density` of the Lean file is thus only the part that varies with the configuration, and it can be negative. The weight $a_i$ measures the contrast between the two species at that site. The numbers $c_0, \dots, c_3$ are then the coefficients of a cubic embedding function expanded about that constant; the file takes them as given and does not derive them from any electronic model. An embedding function that is not a polynomial, such as a square root, has to be replaced by a cubic polynomial before the theorem applies.

For one scalar density, two species, fixed positions and an embedding function of degree at most three, `cubic_embedding` translates the density form into cluster form term by term. Three features can be read off the formula. The pair and triplet coefficients factorise into products of single-site weights. The even power feeds the constant and the pairs, while the odd powers feed the points and the triplets. The cubic term is not a pure triplet term: it shifts the point coefficient of site $i$ by $c_3 a_i (3A - 2a_i^2)$, and since $3A - 2a_i^2 = a_i^2 + 3\sum_{j \ne i} a_j^2$, this shift depends on the weights of all other sites whenever $c_3 a_i \ne 0$. Cluster size here counts sites of $S$; when $S$ is the neighbour set of a central atom, a triplet of neighbours involves four atoms in the usual body-order count.

The statement treats a single density with its own weights. It contains no sum over central atoms, no dependence of the $c_n$ or $a_i$ on the species of the central atom (which would bring that atom's spin into the terms), no lattice symmetry grouping clusters into orbits, no angular dependence, no vacancies or third species, and no relaxation that would make $a_i$ depend on the configuration. The theorems are identities between the two forms; uniqueness of the cluster coefficients and orthogonality of the spin products are not part of them.

## Counting repeated indices

Write $x_i$ for arbitrary real numbers, and define

$$p_n = \sum_i x_i^n \quad (n = 1, 2, 3), \qquad e_2 = \sum_{i<j} x_i x_j, \qquad e_3 = \sum_{i<j<k} x_i x_j x_k .$$

The square $p_1^2 = \sum_{i,j} x_i x_j$ runs over all ordered pairs. The terms with $i = j$ give $p_2$, and each pair of different sites occurs in two orders, so

$$p_1^2 = p_2 + 2e_2 .$$

The cube $p_1^3 = \sum_{i,j,k} x_i x_j x_k$ splits into three classes. If all three indices agree, the terms add up to $p_3$. If exactly two agree, the odd index can stand in any of three positions, which gives $3\sum_{i \ne j} x_i^2 x_j$. If all differ, each triplet occurs in six orders, which gives $6e_3$. The middle sum is the unrestricted product minus its diagonal, $\sum_{i \ne j} x_i^2 x_j = p_2 p_1 - p_3$. Adding the three classes,

$$p_1^3 = p_3 + 3(p_2 p_1 - p_3) + 6e_3 = 3p_2 p_1 - 2p_3 + 6e_3 .$$

No spin has been used so far. Now set $x_i = a_i s_i$, so that $p_1 = \rho$. From $s_i^2 = 1$ follows $x_i^2 = a_i^2$ and hence $p_2 = A$, which turns the square identity into the formula for $\rho^2$. From $s_i^3 = s_i$ follows $x_i^3 = a_i^3 s_i$. The first two terms of the cube identity become

$$3A \sum_i a_i s_i - 2\sum_i a_i^3 s_i = \sum_i a_i(3A - 2a_i^2)\, s_i ,$$

and $e_3$ is the triplet sum with the weights collected in front of the spins. This is the formula for $\rho^3$. Multiplying the two formulas by $c_2$ and $c_3$, adding $c_0 + c_1\rho$ and merging the two point sums gives the expansion of $F$. Setting $a_i = 1$ gives $A = N$ and the prefactor $3N - 2$.

## Induction on the largest site

The Lean proof replaces the classification of index patterns by an induction in which sites are added in increasing order. `Finset.induction_on_max` supplies the scheme: prove the claim for the empty set, and prove that it passes from a set $T$ to $T \cup \{m\}$ when $m$ lies above every site of $T$.

Three lemmas describe what the new site does to the cluster sums. `filter_lt_insert` says that inserting $m$ leaves the set of sites below $j$ unchanged whenever $j \le m$, because $m < j$ is then impossible. It is applied both to old sites and to $j = m$ itself. `pairSum_insert` splits the outer sum into $j = m$ and the old $j$: the old part is unchanged (`hold`), and for $j = m$ every old site lies below, so the new pairs are all $(i, m)$. `tripletSum_insert` does the same one level up. Triplets whose largest site is old are unchanged (`hold`), and triplets ending at $m$ are indexed by the old pairs $i < j$ (`hnew`), so the increment is itself a `pairSum`.

For the step of `sq_sum`, let $p_n, e_2, e_3$ refer to $T$ and put $y = x_m$. The left side becomes $p_1^2 + 2p_1 y + y^2$, and the right side becomes $p_2 + y^2 + 2\big(e_2 + \sum_{i \in T} x_i y\big)$. The auxiliary equation `h` pulls $y$ out of the last sum to give $p_1 y$, after which the two sides differ by the induction hypothesis alone; this is `linear_combination ih - 2 * h`.

For the step of `cube_sum`, the new triplets contribute $e_2 y$, with `h` again pulling out the factor $y$. Subtracting the right side from the left,

$$(p_1 + y)^3 - \big[3(p_2 + y^2)(p_1 + y) - 2(p_3 + y^3) + 6(e_3 + e_2 y)\big] = \big[p_1^3 - 3p_2 p_1 + 2p_3 - 6e_3\big] + 3y\big[p_1^2 - p_2 - 2e_2\big],$$

since the terms $3p_1 y^2$ and $y^3$ cancel. The first bracket vanishes by the induction hypothesis and the second by the square identity on $T$. The closing line `linear_combination ih + 3 * x m * sq_sum T x - 6 * h` names these same multipliers.

The spin condition enters in two places, each time as a case split on $s_i = 1$ or $s_i = -1$ followed by `ring`. `sum_onsite_sq` is the statement $p_2 = A$. Inside `density_cube`, `hL` rewrites the point sum as $3A\sum_i a_i s_i - 2\sum_i (a_i s_i)^3$, which is where $s_i^3 = s_i$ is used. The equations `hP` and `hT` regroup $a_i a_j\, s_i s_j$ and $a_i a_j a_k\, s_i s_j s_k$ as products of the $x_i$. After these rewrites the goals are `sq_sum` and `cube_sum` at `fun i => a i * s i`. In `cubic_embedding`, `h` separates the point sum into its $c_1$ and $c_3$ parts, and the result is $c_2$ times `density_sq` plus $c_3$ times `density_cube` minus `h`. `uniform_cube` specialises `density_cube` to the weights `fun _ => 1` and simplifies $A$ to the number of sites.

## Evaluating a triplet sum in one loop

Read from right to left, the cubic identity evaluates a factorised triplet sum without visiting triplets. One pass over the $N$ sites accumulates $\rho$, $A$ and $B = \sum_i a_i^3 s_i$, and then

$$\sum_{i<j<k} a_i a_j a_k\, s_i s_j s_k = \tfrac16\big(\rho^3 - 3A\rho + 2B\big),$$

in place of a triple loop over $N(N-1)(N-2)/6$ terms, which is 220 terms for a shell of twelve neighbours. With weights $(1, 2, 3)$ and spins $(+1, -1, +1)$ one finds $\rho = 2$, $A = 14$ and $B = 1 - 8 + 27 = 20$, so the right side is $(8 - 84 + 40)/6 = -6$, equal to the single product $1\cdot 2\cdot 3\cdot(-1)$. In a lattice Monte Carlo run with fixed weights, $A$ is constant, and flipping the spin at site $i$ changes $\rho$ by $-2a_i s_i$ and $B$ by $-2a_i^3 s_i$, with $s_i$ the value before the flip. When the same energy $F(\rho)$ is written in both forms, the linear term $c_1\rho$ gives $s_i$ the coefficient $c_1 a_i$, while the point coefficient of the cluster form is $c_1 a_i + c_3 a_i(3A - 2a_i^2)$. The rearranged formula, the operation counts and the alloy reading of $a_i$ are not statements in the Lean file. In floating-point arithmetic the subtraction can lose digits when the triplet sum is small compared with $A\rho$, whereas the theorems concern exact real numbers.
